# Second derivative of a generalised eigenvalue along a normalised, differentiable branch

When a nucleus moves and carries its basis functions along, the curvature of an energy level depends on the changing overlap as well as on the Hamiltonian. The level is modelled here as a given branch: one real parameter $t$, a finite basis indexed by `n`, and an energy $E(t)$ and coefficient vector $c(t)$ whose differentiability is assumed, not derived from that of the matrices.

```lean
import Mathlib

open Matrix Set

namespace OverlapEnergyCurvature

variable {n : Type*} [Fintype n]
```

The Hamiltonian matrix $H$ and overlap matrix $S$ are Hermitian, with

$$Hc=ESc,\qquad c^*Sc=1 .$$

A star denotes the conjugate transpose. In Lean, `⬝ᵥ` does not conjugate, so the bra carries an explicit `star`. The subscripts in `H₁`, `H₂` and `c₁` count derivatives, not components or levels; `HasDerivAt` ties each derivative to its function, entry by entry for matrices and vectors. $H$, $S$ and $E$ are differentiated twice, $c$ only once. $S$ need not be positive definite, and the level may be degenerate.

```lean
/-- A normalised solution of the generalised eigenvalue equation `H c = E S c` on the open interval
`(a, b)`, with `H`, `S` Hermitian. Subscripts 1 and 2 mark first and second derivatives;
the coefficients `c` are differentiated only once. -/
structure EigenBranch (a b : ℝ) (H H₁ H₂ S S₁ S₂ : ℝ → Matrix n n ℂ)
    (c c₁ : ℝ → n → ℂ) (E E₁ E₂ : ℝ → ℝ) : Prop where
  hermH : ∀ t ∈ Ioo a b, (H t).IsHermitian
  hermS : ∀ t ∈ Ioo a b, (S t).IsHermitian
  eig : ∀ t ∈ Ioo a b, H t *ᵥ c t = (E t : ℂ) • (S t *ᵥ c t)
  normalized : ∀ t ∈ Ioo a b, star (c t) ⬝ᵥ (S t *ᵥ c t) = 1
  dH : ∀ t ∈ Ioo a b, ∀ i j, HasDerivAt (fun s => H s i j) (H₁ t i j) t
  dH₁ : ∀ t ∈ Ioo a b, ∀ i j, HasDerivAt (fun s => H₁ s i j) (H₂ t i j) t
  dS : ∀ t ∈ Ioo a b, ∀ i j, HasDerivAt (fun s => S s i j) (S₁ t i j) t
  dS₁ : ∀ t ∈ Ioo a b, ∀ i j, HasDerivAt (fun s => S₁ s i j) (S₂ t i j) t
  dc : ∀ t ∈ Ioo a b, ∀ i, HasDerivAt (fun s => c s i) (c₁ t i) t
  dE : ∀ t ∈ Ioo a b, HasDerivAt E (E₁ t) t
  dE₁ : ∀ t ∈ Ioo a b, HasDerivAt E₁ (E₂ t) t
```

Collect the eigenvalue equation into $Mc=0$, where $M=H-ES$. "Pencil" usually means the whole family $H-\lambda S$; here it is that family at $\lambda=E(t)$.

```lean
/-- The matrix `H - E S`. -/
def pencil (H S : ℝ → Matrix n n ℂ) (E : ℝ → ℝ) (t : ℝ) : Matrix n n ℂ :=
  H t - (E t : ℂ) • S t
```

The product rule gives $M'=H'-ES'-E'S$.

```lean
/-- The first-order perturbation `H' - E S' - E' S`. -/
def pencilDeriv (H₁ S S₁ : ℝ → Matrix n n ℂ) (E E₁ : ℝ → ℝ) (t : ℝ) : Matrix n n ℂ :=
  H₁ t - (E t : ℂ) • S₁ t - (E₁ t : ℂ) • S t
```

A second differentiation gives $M''=K-E''S$, where $K=H''-ES''-2E'S'$. The definition below is $K$, without the term in $E''$.

```lean
/-- The second-order operator `H'' - E S'' - 2 E' S'`. -/
def curvatureOp (H₂ S₁ S₂ : ℝ → Matrix n n ℂ) (E E₁ : ℝ → ℝ) (t : ℝ) : Matrix n n ℂ :=
  H₂ t - (E t : ℂ) • S₂ t - (2 * (E₁ t : ℂ)) • S₁ t
```

## The response of the coefficients

Three facts from calculus and linear algebra are used. First, a function that vanishes throughout an open interval has zero derivative there.

```lean
/-- A quantity that vanishes on an open interval has zero derivative there. -/
theorem deriv_eq_zero {a b t : ℝ} {f : ℝ → ℂ} {f' : ℂ} (ht : t ∈ Ioo a b)
    (h : HasDerivAt f f' t) (h0 : ∀ s ∈ Ioo a b, f s = 0) : f' = 0 := by
  refine h.unique ((hasDerivAt_const t (0 : ℂ)).congr_of_eventuallyEq ?_)
  filter_upwards [Ioo_mem_nhds ht.1 ht.2] with s hs using h0 s hs
```

Second, $(Mv)'=M'v+Mv'$, by the product rule in each term of the matrix-vector sum.

```lean
/-- Product rule for a differentiable matrix acting on a differentiable vector. -/
theorem hasDerivAt_mulVec {t : ℝ} {M : ℝ → Matrix n n ℂ} {M' : Matrix n n ℂ}
    {v : ℝ → n → ℂ} {v' : n → ℂ} (hM : ∀ i j, HasDerivAt (fun s => M s i j) (M' i j) t)
    (hv : ∀ i, HasDerivAt (fun s => v s i) (v' i) t) (i : n) :
    HasDerivAt (fun s => (M s *ᵥ v s) i) ((M' *ᵥ v t + M t *ᵥ v') i) t := by
  have h : HasDerivAt (fun s => ∑ j, M s i j * v s j)
      (∑ j, (M' i j * v t j + M t i j * v' j)) t :=
    HasDerivAt.fun_sum fun j _ => (hM i j).fun_mul (hv j)
  simpa only [mulVec, dotProduct, Pi.add_apply, Finset.sum_add_distrib] using h
```

Third, $x^*Ay=\overline{y^*Ax}$ for Hermitian $A$.

```lean
/-- Exchanging bra and ket conjugates a matrix element of a Hermitian matrix. -/
theorem hermitian_swap {A : Matrix n n ℂ} (hA : A.IsHermitian) (x y : n → ℂ) :
    star x ⬝ᵥ (A *ᵥ y) = star (star y ⬝ᵥ (A *ᵥ x)) := by
  simp only [dotProduct, mulVec, Finset.mul_sum, star_sum, star_mul', Pi.star_apply, star_star]
  rw [Finset.sum_comm]
  refine Finset.sum_congr rfl fun p _ => Finset.sum_congr rfl fun q _ => ?_
  rw [hA.apply q p]
  ring
```

Since $E$ is real, $M$ is Hermitian; the eigenvalue equation gives $Mc=0$.

```lean
variable {a b t : ℝ} {H H₁ H₂ S S₁ S₂ : ℝ → Matrix n n ℂ} {c c₁ : ℝ → n → ℂ} {E E₁ E₂ : ℝ → ℝ}

/-- Along the branch `H - E S` is Hermitian and annihilates `c`. -/
theorem pencil_spec (B : EigenBranch a b H H₁ H₂ S S₁ S₂ c c₁ E E₁ E₂) (ht : t ∈ Ioo a b) :
    (pencil H S E t).IsHermitian ∧ pencil H S E t *ᵥ c t = 0 := by
  constructor
  · refine Matrix.IsHermitian.ext fun i j => ?_
    have hE : star (E t : ℂ) = (E t : ℂ) := Complex.conj_ofReal _
    simp only [pencil, Matrix.sub_apply, Matrix.smul_apply, smul_eq_mul, star_sub, star_mul', hE,
      (B.hermH t ht).apply i j, (B.hermS t ht).apply i j]
  · rw [pencil, Matrix.sub_mulVec, Matrix.smul_mulVec, B.eig t ht, sub_self]
```

Differentiating $M^*=M$ shows that $M'$ is Hermitian. Differentiating $Mc=0$ gives the response equation

$$Mc'=-M'c .$$

Both parts of the proof apply `deriv_eq_zero` to an expression that vanishes on the whole interval.

```lean
/-- First-order response equation: `H' - E S' - E' S` is Hermitian, and
`(H - E S) c' = -(H' - E S' - E' S) c`. -/
theorem response_equation (B : EigenBranch a b H H₁ H₂ S S₁ S₂ c c₁ E E₁ E₂)
    (ht : t ∈ Ioo a b) :
    (pencilDeriv H₁ S S₁ E E₁ t).IsHermitian ∧
      pencil H S E t *ᵥ c₁ t = -(pencilDeriv H₁ S S₁ E E₁ t *ᵥ c t) := by
  have dP : ∀ i j, HasDerivAt (fun s => pencil H S E s i j)
      (pencilDeriv H₁ S S₁ E E₁ t i j) t := by
    intro i j
    have h := (B.dH t ht i j).fun_sub ((B.dE t ht).ofReal_comp.fun_mul (B.dS t ht i j))
    simp only [pencil, pencilDeriv, Matrix.sub_apply, Matrix.smul_apply, smul_eq_mul]
    exact h.congr_deriv (by ring)
  constructor
  · refine Matrix.IsHermitian.ext fun i j => ?_
    exact sub_eq_zero.1 (deriv_eq_zero ht ((dP j i).star.fun_sub (dP i j))
      fun s hs => sub_eq_zero.2 ((pencil_spec B hs).1.apply i j))
  · ext i
    have h := deriv_eq_zero ht (hasDerivAt_mulVec dP (B.dc t ht) i)
      fun s hs => congrFun (pencil_spec B hs).2 i
    rw [Pi.add_apply] at h
    rw [Pi.neg_apply]
    linear_combination h
```

## The curvature formula

Project the response equation onto $c$:

$$c^*M'c=-c^*Mc'=-\overline{c'^*Mc}=0 .$$

This is the Hellmann–Feynman relation with overlap, $E'=c^*(H'-ES')c$, and is `hP` in the proof. It holds on the whole interval and contains no $c'$, so it can be differentiated without a second derivative of $c$:

$$c'^*M'c+c^*(K-E''S)c+c^*M'c'=0 .$$

The outer terms are complex conjugates, and normalisation turns $c^*E''Sc$ into $E''$. Hence

$$E''=c^*Kc+2\,\mathrm{Re}\,c'^*M'c .$$

In the code, `hd` is the differentiated relation, and `hermitian_swap` with `Complex.add_conj` produces the real part. The theorem equates complex numbers, with $E''$ embedded in them.

```lean
/-- Energy curvature in a moving, non-orthogonal basis:
`E'' = c*(H'' - E S'' - 2 E' S')c + 2 Re c'*(H' - E S' - E' S)c`. -/
theorem energy_curvature (B : EigenBranch a b H H₁ H₂ S S₁ S₂ c c₁ E E₁ E₂)
    (ht : t ∈ Ioo a b) :
    (E₂ t : ℂ) = star (c t) ⬝ᵥ (curvatureOp H₂ S₁ S₂ E E₁ t *ᵥ c t) +
      ((2 * (star (c₁ t) ⬝ᵥ (pencilDeriv H₁ S S₁ E E₁ t *ᵥ c t)).re : ℝ) : ℂ) := by
  -- the first-order perturbation has zero expectation value on the whole interval
  have hP : ∀ s ∈ Ioo a b, star (c s) ⬝ᵥ (pencilDeriv H₁ S S₁ E E₁ s *ᵥ c s) = 0 := by
    intro s hs
    have h : pencilDeriv H₁ S S₁ E E₁ s *ᵥ c s = -(pencil H S E s *ᵥ c₁ s) := by
      rw [(response_equation B hs).2, neg_neg]
    rw [h, dotProduct_neg, hermitian_swap (pencil_spec B hs).1, (pencil_spec B hs).2,
      dotProduct_zero, star_zero, neg_zero]
  have dM : ∀ i j, HasDerivAt (fun s => pencilDeriv H₁ S S₁ E E₁ s i j)
      ((curvatureOp H₂ S₁ S₂ E E₁ t - (E₂ t : ℂ) • S t) i j) t := by
    intro i j
    have h := ((B.dH₁ t ht i j).fun_sub
      ((B.dE t ht).ofReal_comp.fun_mul (B.dS₁ t ht i j))).fun_sub
      ((B.dE₁ t ht).ofReal_comp.fun_mul (B.dS t ht i j))
    simp only [pencilDeriv, curvatureOp, Matrix.sub_apply, Matrix.smul_apply, smul_eq_mul]
    exact h.congr_deriv (by ring)
  -- differentiate that expectation value once more
  have hd : HasDerivAt (fun s => ∑ i, star (c s i) * (pencilDeriv H₁ S S₁ E E₁ s *ᵥ c s) i)
      (∑ i, (star (c₁ t i) * (pencilDeriv H₁ S S₁ E E₁ t *ᵥ c t) i + star (c t i) *
        ((curvatureOp H₂ S₁ S₂ E E₁ t - (E₂ t : ℂ) • S t) *ᵥ c t +
          pencilDeriv H₁ S S₁ E E₁ t *ᵥ c₁ t) i)) t :=
    HasDerivAt.fun_sum fun i _ =>
      (B.dc t ht i).star.fun_mul (hasDerivAt_mulVec dM (B.dc t ht) i)
  have h := deriv_eq_zero ht hd hP
  rw [Finset.sum_add_distrib] at h
  change star (c₁ t) ⬝ᵥ (pencilDeriv H₁ S S₁ E E₁ t *ᵥ c t) + star (c t) ⬝ᵥ
    ((curvatureOp H₂ S₁ S₂ E E₁ t - (E₂ t : ℂ) • S t) *ᵥ c t +
      pencilDeriv H₁ S S₁ E E₁ t *ᵥ c₁ t) = 0 at h
  rw [dotProduct_add, Matrix.sub_mulVec, dotProduct_sub, Matrix.smul_mulVec, dotProduct_smul,
    B.normalized t ht, hermitian_swap (response_equation B ht).1 (c t) (c₁ t), smul_eq_mul,
    mul_one] at h
  have hz := Complex.add_conj (star (c₁ t) ⬝ᵥ (pencilDeriv H₁ S S₁ E E₁ t *ᵥ c t))
  rw [← Complex.star_def] at hz
  linear_combination hz - h
```

When $E$ is the electronic energy of the whole molecule from a linear variational problem in a finite basis, rather than an orbital energy, $E''$ is the electronic contribution to a force constant along one coordinate. How closely it matches the curvature of the exact level is a separate question about the basis.

Normalisation to one matters: a constant positive norm is not enough. Take a single level with $H=E=t^2$, $S=1$ and $c=2$. Every other hypothesis holds and $c^*Sc=4$, but $E''=2$ while the right-hand side is $8$.

## Freedom in the response vector

Let $d$ be any solution of $Md=-M'c$. Then

$$d^*M'c=-d^*Mc'=-\overline{c'^*Md}=\overline{c'^*M'c},$$

so the real parts agree and $d$ may replace $c'$. In particular, adding a multiple of $c$ to the response changes nothing.

```lean
/-- Any solution `d` of the response equation `(H - E S) d = -(H' - E S' - E' S) c` may replace
`c'` in the curvature formula. -/
theorem energy_curvature_of_response (B : EigenBranch a b H H₁ H₂ S S₁ S₂ c c₁ E E₁ E₂)
    (ht : t ∈ Ioo a b) (d : n → ℂ)
    (hd : pencil H S E t *ᵥ d = -(pencilDeriv H₁ S S₁ E E₁ t *ᵥ c t)) :
    (E₂ t : ℂ) = star (c t) ⬝ᵥ (curvatureOp H₂ S₁ S₂ E E₁ t *ᵥ c t) +
      ((2 * (star d ⬝ᵥ (pencilDeriv H₁ S S₁ E E₁ t *ᵥ c t)).re : ℝ) : ℂ) := by
  -- move the Hermitian pencil from one response vector to the other
  have h := hermitian_swap (pencil_spec B ht).1 d (c₁ t)
  rw [(response_equation B ht).2, hd, dotProduct_neg, dotProduct_neg, star_neg, neg_inj] at h
  rw [energy_curvature B ht, h, Complex.star_def, Complex.conj_re]
```

## An upper bound on the curvature of the lowest state

Suppose $x^*Mx\ge0$ for every $x$, as for the lowest state when $S$ is positive definite. The response equation then gives

$$2\,\mathrm{Re}\,c'^*M'c=-2\,c'^*Mc'\le0,$$

and therefore $E''\le c^*Kc$. The hypothesis `hpos` is needed only at the point $t$ considered.

```lean
/-- If `x*Hx ≥ E x*Sx` for every vector `x`, as for the lowest state when `S` is positive definite,
then `E'' ≤ c*(H'' - E S'' - 2 E' S')c`. -/
theorem lowest_state_curvature_le (B : EigenBranch a b H H₁ H₂ S S₁ S₂ c c₁ E E₁ E₂)
    (ht : t ∈ Ioo a b) (hpos : ∀ x : n → ℂ, 0 ≤ (star x ⬝ᵥ (pencil H S E t *ᵥ x)).re) :
    E₂ t ≤ (star (c t) ⬝ᵥ (curvatureOp H₂ S₁ S₂ E E₁ t *ᵥ c t)).re := by
  have h := congrArg Complex.re (energy_curvature B ht)
  rw [Complex.add_re, Complex.ofReal_re, Complex.ofReal_re] at h
  have hp := hpos (c₁ t)
  rw [(response_equation B ht).2, dotProduct_neg, Complex.neg_re] at hp
  linarith
```

## A two-level example

On $(-1,1)$ take

$$H=\begin{pmatrix}1&t\\t&2t^2\end{pmatrix},\quad
S=\begin{pmatrix}1&t\\t&1+t^2\end{pmatrix},\quad
c=\begin{pmatrix}-t\\1\end{pmatrix}.$$

Then $Sc=(0,1)^T$ and $Hc=(0,t^2)^T$, so $c^*Sc=1$ and $E=t^2$. The Lean proof verifies each field of `EigenBranch`, entry by entry for the matrices. Inserting the family into the formula gives $c^*Kc=4-2t^2$ and a response term $-2+2t^2$, which add up to $E''=2$.

```lean
/-- A two-level branch with moving overlap: `H = [[1, t], [t, 2t²]]`, `S = [[1, t], [t, 1 + t²]]`,
`c = (-t, 1)` and `E = t²` on `(-1, 1)`. -/
theorem eigenBranch_witness : EigenBranch (-1) 1
    (fun s : ℝ => !![1, (s : ℂ); (s : ℂ), 2 * (s : ℂ) ^ 2])
    (fun s : ℝ => !![0, 1; 1, 4 * (s : ℂ)]) (fun _ => !![0, 0; 0, 4])
    (fun s : ℝ => !![1, (s : ℂ); (s : ℂ), 1 + (s : ℂ) ^ 2])
    (fun s : ℝ => !![0, 1; 1, 2 * (s : ℂ)]) (fun _ => !![0, 0; 0, 2])
    (fun s : ℝ => ![-(s : ℂ), 1]) (fun _ => ![-1, 0])
    (fun s => s ^ 2) (fun s => 2 * s) (fun _ => 2) := by
  have hid (t : ℝ) : HasDerivAt (fun s : ℝ => (s : ℂ)) 1 t := by
    simpa using (hasDerivAt_id t).ofReal_comp
  have hsq (t : ℝ) : HasDerivAt (fun s : ℝ => (s : ℂ) ^ 2) (2 * (t : ℂ)) t := by
    simpa using (hid t).fun_pow 2
  have hsq2 (t : ℝ) : HasDerivAt (fun s : ℝ => 2 * (s : ℂ) ^ 2) (4 * (t : ℂ)) t :=
    ((hsq t).const_mul 2).congr_deriv (by ring)
  have hlin (k : ℂ) (t : ℝ) : HasDerivAt (fun s : ℝ => k * (s : ℂ)) k t :=
    ((hid t).const_mul k).congr_deriv (mul_one k)
  have h0 (k : ℂ) (t : ℝ) : HasDerivAt (fun _ : ℝ => k) 0 t := hasDerivAt_const t k
  constructor
  · intro t _
    ext i j
    fin_cases i <;> fin_cases j <;> simp
  · intro t _
    ext i j
    fin_cases i <;> fin_cases j <;> simp
  · intro t _
    ext i
    fin_cases i <;> simp [mulVec, dotProduct, Fin.sum_univ_two]
    ring
  · intro t _
    simp [mulVec, dotProduct, Fin.sum_univ_two]
    ring
  · exact fun t _ => Fin.forall_fin_two.2
      ⟨Fin.forall_fin_two.2 ⟨h0 1 t, hid t⟩, Fin.forall_fin_two.2 ⟨hid t, hsq2 t⟩⟩
  · exact fun t _ => Fin.forall_fin_two.2
      ⟨Fin.forall_fin_two.2 ⟨h0 0 t, h0 1 t⟩, Fin.forall_fin_two.2 ⟨h0 1 t, hlin 4 t⟩⟩
  · exact fun t _ => Fin.forall_fin_two.2
      ⟨Fin.forall_fin_two.2 ⟨h0 1 t, hid t⟩,
        Fin.forall_fin_two.2 ⟨hid t, (hsq t).const_add 1⟩⟩
  · exact fun t _ => Fin.forall_fin_two.2
      ⟨Fin.forall_fin_two.2 ⟨h0 0 t, h0 1 t⟩, Fin.forall_fin_two.2 ⟨h0 1 t, hlin 2 t⟩⟩
  · exact fun t _ => Fin.forall_fin_two.2 ⟨(hid t).fun_neg, h0 1 t⟩
  · intro t _
    simpa using hasDerivAt_pow 2 t
  · intro t _
    simpa using (hasDerivAt_id t).const_mul 2

end OverlapEnergyCurvature
```

```lean
#print axioms OverlapEnergyCurvature.hasDerivAt_mulVec
-- 'OverlapEnergyCurvature.hasDerivAt_mulVec' depends on axioms: [propext, Classical.choice, Quot.sound]
#print axioms OverlapEnergyCurvature.energy_curvature_of_response
-- 'OverlapEnergyCurvature.energy_curvature_of_response' depends on axioms: [propext, Classical.choice, Quot.sound]
#print axioms OverlapEnergyCurvature.lowest_state_curvature_le
-- 'OverlapEnergyCurvature.lowest_state_curvature_le' depends on axioms: [propext, Classical.choice, Quot.sound]
```
